# Eigenvalues come in pairs z and c/z when a linear map rescales the symplectic form by a nonzero factor c

On a phase space with finitely many positions and momenta, let a linear map `M` rescale the symplectic form by a nonzero constant `c`, so that MᵀJM = cJ, where J is the canonical symplectic matrix. The theorem `eigenvalue_pairing` says that every eigenvalue z of `M` is then nonzero, and that c/z is an eigenvalue too. The entries and eigenvalues lie in an arbitrary field, and nothing is said about multiplicities. The proof takes an eigenvector v of `M` and aims to show z MᵀJv = c Jv, which rules out z = 0 and makes Jv an eigenvector of Mᵀ with eigenvalue c/z. A determinant argument then carries that eigenvalue from Mᵀ over to `M`.

The first attempt, which Lean rejects:

```lean
import Mathlib

open Matrix

namespace ConformallySymplecticFriction

noncomputable section

variable {n : Type*} [Fintype n] [DecidableEq n]

/-- The canonical symplectic matrix `J` on positions and momenta. -/
def sympl (n R : Type*) [DecidableEq n] [CommRing R] : Matrix (n ⊕ n) (n ⊕ n) R :=
  fromBlocks 0 1 (-1) 0

/-- `z` is an eigenvalue of the matrix `A`. -/
def IsEigenvalue {m F : Type*} [Fintype m] [Field F] (A : Matrix m m F) (z : F) : Prop :=
  ∃ v : m → F, v ≠ 0 ∧ A *ᵥ v = z • v

/-- The symplectic matrix squares to minus the identity. -/
theorem sympl_sq (R : Type*) [CommRing R] : sympl n R * sympl n R = -1 := by
  rw [sympl, fromBlocks_multiply, ← fromBlocks_one, fromBlocks_neg]
  congr 1 <;> simp

/-- If a matrix rescales the symplectic form by `c ≠ 0`, its eigenvalues are nonzero and
come in pairs `z`, `c / z`. -/
theorem eigenvalue_pairing {F : Type*} [Field F] {M : Matrix (n ⊕ n) (n ⊕ n) F} {c z : F}
    (hc : c ≠ 0) (h : Mᵀ * sympl n F * M = c • sympl n F) (hz : IsEigenvalue M z) :
    z ≠ 0 ∧ IsEigenvalue M (c / z) := by
  obtain ⟨v, hv, hMv⟩ := hz
  have key : z • (Mᵀ *ᵥ (sympl n F *ᵥ v)) = c • (sympl n F *ᵥ v) := by
    rw [← Matrix.smul_mulVec, ← h, ← Matrix.mulVec_mulVec, hMv, Matrix.mulVec_smul,
      Matrix.mulVec_mulVec]
  have hJ : sympl n F *ᵥ v ≠ 0 := by
    intro h0
    have h1 := congrArg (fun w => sympl n F *ᵥ w) h0
    simp only [Matrix.mulVec_mulVec, sympl_sq, Matrix.neg_mulVec, Matrix.one_mulVec,
      Matrix.mulVec_zero, neg_eq_zero] at h1
    exact hv h1
  have hz0 : z ≠ 0 := by
    rintro rfl
    rw [zero_smul] at key
    exact (smul_ne_zero hc hJ) key.symm
  refine ⟨hz0, ?_⟩
  -- `J v` is an eigenvector of the transpose, which has the same eigenvalues
  have hT : Mᵀ *ᵥ (sympl n F *ᵥ v) = (c / z) • (sympl n F *ᵥ v) := by
    rw [div_eq_inv_mul, mul_smul, ← key, smul_smul, inv_mul_cancel₀ hz0, one_smul]
  have hdet : (Mᵀ - (c / z) • (1 : Matrix (n ⊕ n) (n ⊕ n) F)).det = 0 :=
    Matrix.exists_mulVec_eq_zero_iff.1 ⟨_, hJ, by
      rw [Matrix.sub_mulVec, Matrix.smul_mulVec, Matrix.one_mulVec, hT, sub_self]⟩
  have hdet' : (M - (c / z) • (1 : Matrix (n ⊕ n) (n ⊕ n) F)).det = 0 := by
    rw [← Matrix.det_transpose, Matrix.transpose_sub, Matrix.transpose_smul,
      Matrix.transpose_one, hdet]
  obtain ⟨w, hw, hw0⟩ := Matrix.exists_mulVec_eq_zero_iff.2 hdet'
  rw [Matrix.sub_mulVec, Matrix.smul_mulVec, Matrix.one_mulVec, sub_eq_zero] at hw0
  exact ⟨w, hw, hw0⟩

end

end ConformallySymplecticFriction
```

The error:

```
Main.lean:31:30: error: Tactic `rewrite` failed: Did not find an occurrence of the pattern
  c • sympl n F
in the target expression
  (z • Mᵀ) *ᵥ sympl n F *ᵥ v = c • sympl n F *ᵥ v

n : Type u_1
inst✝² : Fintype n
inst✝¹ : DecidableEq n
F : Type u_2
inst✝ : Field F
M : Matrix (n ⊕ n) (n ⊕ n) F
c z : F
hc : c ≠ 0
h : Mᵀ * sympl n F * M = c • sympl n F
v : n ⊕ n → F
hv : v ≠ 0
hMv : M *ᵥ v = z • v
⊢ (z • Mᵀ) *ᵥ sympl n F *ᵥ v = c • sympl n F *ᵥ v
```

What went wrong. The error is in the proof of `key`, the identity z MᵀJv = c Jv. Rewriting with `← Matrix.smul_mulVec` moves a scalar from a matrix-vector product onto the matrix. Its pattern first matched the left side, which fixed the scalar as `z` and the matrix as `Mᵀ`, so the right side was left alone. There `c` still multiplies the vector `sympl n F *ᵥ v`, whereas `← h` needs the scaled matrix `c • sympl n F`. That matrix occurs nowhere in the goal, and the rewrite fails.

The repair starts from `h` instead of searching for it in the goal. `congrArg` applies both sides of `h` to `v`. The `simp only` call then splits the matrix product into successive actions on `v`, replaces `M *ᵥ v` by `z • v`, and pulls `z` out to the front. On the other side, `Matrix.smul_mulVec`, now used forwards, turns `(c • sympl n F) *ᵥ v` into `c • (sympl n F *ᵥ v)`. The result is the statement of `key`, so `exact h1` closes the goal.

After these edits no error is left:

```diff
@@ -29,6 +29,7 @@
   obtain ⟨v, hv, hMv⟩ := hz
   have key : z • (Mᵀ *ᵥ (sympl n F *ᵥ v)) = c • (sympl n F *ᵥ v) := by
-    rw [← Matrix.smul_mulVec, ← h, ← Matrix.mulVec_mulVec, hMv, Matrix.mulVec_smul,
-      Matrix.mulVec_mulVec]
+    have h1 := congrArg (fun A => A *ᵥ v) h
+    simp only [← Matrix.mulVec_mulVec, hMv, Matrix.mulVec_smul, Matrix.smul_mulVec] at h1
+    exact h1
   have hJ : sympl n F *ᵥ v ≠ 0 := by
     intro h0
```
